# The least number of bonds between two diamond sites is the sum of their absolute differences in four integer coordinates

In a non-interacting tight-binding model of ideal diamond with nearest-neighbour hopping, let $H$ be the Hamiltonian matrix. The element $(H^n)_{ab}$ between an orbital on atom $a$ and an orbital on atom $b$ vanishes whenever the shortest path from $a$ to $b$ has more than $n$ bonds. A code that builds the powers $H^n$ can therefore skip those pairs, provided that it knows this bond count. If each atom is given a suitable label of four integers with sum 0 or 1, described below, the count is $\sum_j |a_j-b_j|$, with no search through neighbour lists.

## Sites and bonds

```lean
import Mathlib

open Finset

namespace DiamondNetworkDistance
```

The first line loads Mathlib, the mathematical library of Lean. The others make names for finite sums available and open a namespace for the definitions below.

```lean
/-- Atomic sites: integer tuples whose coordinate sum is 0 (first sublattice) or 1 (second
sublattice). -/
abbrev Site (ι : Type*) [Fintype ι] := {a : ι → ℤ // ∑ j, a j = 0 ∨ ∑ j, a j = 1}
```

A site is an integer tuple $a$ with $\sum_j a_j = 0$ or $\sum_j a_j = 1$; the two values are the two sublattices. The index set `ι` is any finite set, and diamond is the case of four indices. An element `a` of this type is a pair: `a.1` is the tuple and `a.2` is the proof that its sum is 0 or 1.

```lean
variable {ι : Type*} [Fintype ι]

/-- Two sites are bonded when they differ by 1 in one coordinate and agree in all others. -/
def Bonded (a b : Site ι) : Prop :=
  ∃ j, |a.1 j - b.1 j| = 1 ∧ ∀ k, k ≠ j → a.1 k = b.1 k
```

Sites $a$ and $b$ are bonded when $|a_j-b_j|=1$ for one index $j$ and all other coordinates agree. The sum then changes by one, so a bond always joins the two sublattices. A site with four coordinates has four neighbours: one coordinate is raised if the sum is 0, or lowered if it is 1.

```lean
lemma Bonded.symm {a b : Site ι} (h : Bonded a b) : Bonded b a := by
  obtain ⟨j, hj, hk⟩ := h
  exact ⟨j, by rw [abs_sub_comm]; exact hj, fun k hkj => (hk k hkj).symm⟩
```

Bonds have no direction, because $|a_j-b_j|=|b_j-a_j|$.

```lean
lemma not_bonded_self (a : Site ι) : ¬ Bonded a a := by
  rintro ⟨j, hj, -⟩
  simp at hj
```

No site is bonded to itself, since that would require $|0|=1$.

```lean
/-- The bond network, with sites as vertices and bonds as edges. -/
def network (ι : Type*) [Fintype ι] : SimpleGraph (Site ι) where
  Adj := Bonded
  symm := ⟨fun _ _ h => Bonded.symm h⟩
  loopless := ⟨fun a => not_bonded_self a⟩
```

These two facts are what Lean requires to form a `SimpleGraph`. Walks, connectedness and graph distance then have their usual Mathlib meaning.

```lean
/-- The sum of the absolute coordinate differences of two sites. -/
def separation (a b : Site ι) : ℤ := ∑ j, |a.1 j - b.1 j|
```

The separation is $D(a,b)=\sum_j|a_j-b_j|$. So far it is only a number computed from labels; the work is to show that it counts bonds.

## A bond that leads towards the target

```lean
lemma exists_lt_of_sum_le {x y : ι → ℤ} (hne : x ≠ y) (h : ∑ j, x j ≤ ∑ j, y j) :
    ∃ j, x j < y j := by
  by_contra hn
  have hle : ∀ j, y j ≤ x j := fun j => not_lt.1 fun q => hn ⟨j, q⟩
  have heq : ∑ j, y j = ∑ j, x j := le_antisymm (sum_le_sum fun j _ => hle j) h
  have hall := (sum_eq_sum_iff_of_le fun j _ => hle j).1 heq
  exact hne (funext fun j => (hall j (mem_univ j)).symm)
```

If $x\neq y$ and $\sum_j x_j\le\sum_j y_j$, then $x_j<y_j$ for some $j$. Otherwise $y_j\le x_j$ for every $j$, so the sums must be equal. Termwise inequalities with equal sums are termwise equalities, which gives $x=y$, a contradiction.

```lean
/-- From any site other than the target there is a bond that lowers the separation from the
target by exactly one. -/
theorem exists_bond_towards (a b : Site ι) (h : a ≠ b) :
    ∃ c, Bonded a c ∧ separation c b = separation a b - 1 := by
  classical
  have hne : a.1 ≠ b.1 := fun q => h (Subtype.ext q)
  -- the sublattice of `a` decides whether a coordinate is raised or lowered
  have key : ∃ j, ∃ s : ℤ, |s| = 1 ∧ |a.1 j + s - b.1 j| = |a.1 j - b.1 j| - 1 ∧
      ((∑ k, a.1 k) + s = 0 ∨ (∑ k, a.1 k) + s = 1) := by
    rcases a.2 with ha | ha
    · obtain ⟨j, hj⟩ := exists_lt_of_sum_le hne (by rcases b.2 with hb | hb <;> linarith)
      have h1 := abs_of_nonpos (show a.1 j + 1 - b.1 j ≤ 0 by omega)
      have h2 := abs_of_nonpos (show a.1 j - b.1 j ≤ 0 by omega)
      exact ⟨j, 1, by norm_num, by linarith, Or.inr (by linarith)⟩
    · obtain ⟨j, hj⟩ := exists_lt_of_sum_le hne.symm (by rcases b.2 with hb | hb <;> linarith)
      have h1 := abs_of_nonneg (show 0 ≤ a.1 j + (-1) - b.1 j by omega)
      have h2 := abs_of_nonneg (show 0 ≤ a.1 j - b.1 j by omega)
      exact ⟨j, -1, by norm_num, by linarith, Or.inl (by linarith)⟩
  obtain ⟨j, s, hs, hd, hsum⟩ := key
  have e : ∑ k, (a.1 k + if k = j then s else 0) = (∑ k, a.1 k) + s := by
    rw [sum_add_distrib]; simp
  have e2 : ∀ k, |a.1 k + (if k = j then s else 0) - b.1 k|
      = |a.1 k - b.1 k| - if k = j then 1 else 0 := by
    intro k
    by_cases hk : k = j
    · subst hk
      simp only [↓reduceIte]
      exact hd
    · simp [hk]
  refine ⟨⟨fun k => a.1 k + if k = j then s else 0,
    hsum.imp (fun q => e.trans q) (fun q => e.trans q)⟩, ⟨j, ?_, ?_⟩, ?_⟩
  · simpa using hs
  · intro k hk
    simp [hk]
  · show ∑ k, |a.1 k + (if k = j then s else 0) - b.1 k| = (∑ k, |a.1 k - b.1 k|) - 1
    rw [sum_congr rfl fun k _ => e2 k, sum_sub_distrib]
    simp
```

From any $a\neq b$ there is a bond to a site $c$ with $D(c,b)=D(a,b)-1$. There are two cases.

- If $\sum_j a_j=0$, then $\sum_j a_j\le\sum_j b_j$, so some $a_j<b_j$. Raise $a_j$ by 1. The new sum is 1, which is allowed, and $|a_j+1-b_j|=b_j-a_j-1=|a_j-b_j|-1$.
- If $\sum_j a_j=1$, then $\sum_j b_j\le\sum_j a_j$, so some $a_j>b_j$. Lower $a_j$ by 1. The new sum is 0, and $|a_j-1-b_j|=a_j-b_j-1=|a_j-b_j|-1$.

The other terms of $D$ do not change. In Lean, `rcases a.2` makes the case split, and `key` records both outcomes as a shift `s` equal to $+1$ or $-1$. The remaining lines build $c$ by adding `s` to coordinate `j` and evaluate the sums.

## Walks and their lengths

```lean
/-- Any two sites are joined by a walk along bonds whose length is their separation. -/
theorem exists_walk_of_separation (n : ℕ) : ∀ a b : Site ι, separation a b = n →
    ∃ p : (network ι).Walk a b, p.length = n := by
  induction n with
  | zero =>
    intro a b hn
    have hab : a = b := by
      by_contra h
      obtain ⟨c, -, hc⟩ := exists_bond_towards a b h
      have h0 : 0 ≤ separation c b := sum_nonneg fun j _ => abs_nonneg _
      omega
    subst hab
    exact ⟨SimpleGraph.Walk.nil, rfl⟩
  | succ n ih =>
    intro a b hn
    have hab : a ≠ b := by
      rintro rfl
      have h0 : separation a a = 0 := by simp [separation]
      omega
    obtain ⟨c, hac, hc⟩ := exists_bond_towards a b hab
    obtain ⟨p, hp⟩ := ih c b (by omega)
    have hadj : (network ι).Adj a c := hac
    exact ⟨SimpleGraph.Walk.cons hadj p, by rw [SimpleGraph.Walk.length_cons, hp]⟩
```

Repeating that step gives a walk of length $D(a,b)$. The proof is by induction on $n=D(a,b)$. If $n=0$, then $a=b$, since otherwise a step would make the separation negative; the empty walk suffices. If $D(a,b)=n+1$, step to $c$ with $D(c,b)=n$ and put that bond (`cons`) in front of the walk from $c$ to $b$.

```lean
/-- No walk along bonds is shorter than the separation of its end points. -/
theorem separation_le_length {a b : Site ι} (p : (network ι).Walk a b) :
    separation a b ≤ p.length := by
  induction p with
  | nil => simp [separation]
  | @cons u v w h p ih =>
    have hb : Bonded u v := h
    obtain ⟨j, hj, hk⟩ := hb
    have h1 : separation u v = 1 := by
      rw [← hj]
      exact sum_eq_single j (fun k _ hkj => by simp [hk k hkj]) (by simp)
    have h2 : separation u w ≤ separation u v + separation v w := by
      unfold separation
      rw [← sum_add_distrib]
      exact sum_le_sum fun k _ => abs_sub_le _ _ _
    rw [SimpleGraph.Walk.length_cons]
    push_cast
    linarith
```

No walk is shorter. An empty walk has separation 0. If a walk starts with a bond from $u$ to $v$ and continues to $w$ along a walk $p$, the triangle inequality in each coordinate gives

$$D(u,w)\le D(u,v)+D(v,w)\le 1+\text{length}(p).$$

Here `h1` is $D(u,v)=1$, `h2` is the triangle inequality, and the bound on $D(v,w)$ is the induction hypothesis `ih`.

```lean
/-- The network is connected, and the least number of bonds between two sites is the sum of
their absolute coordinate differences. -/
theorem connected_and_dist (ι : Type*) [Fintype ι] :
    (network ι).Connected ∧
      ∀ a b : Site ι, ((network ι).dist a b : ℤ) = ∑ j, |a.1 j - b.1 j| := by
  have hw : ∀ a b : Site ι, ∃ p : (network ι).Walk a b, (p.length : ℤ) = separation a b := by
    intro a b
    have h0 : 0 ≤ separation a b := sum_nonneg fun j _ => abs_nonneg _
    obtain ⟨p, hp⟩ := exists_walk_of_separation (separation a b).toNat a b (by omega)
    exact ⟨p, by omega⟩
  refine ⟨(SimpleGraph.connected_iff _).2 ⟨fun a b => ?_, ⟨⟨0, by simp⟩⟩⟩, fun a b => ?_⟩
  · obtain ⟨p, -⟩ := hw a b
    exact p.reachable
  · obtain ⟨p, hp⟩ := hw a b
    obtain ⟨q, hq⟩ := p.reachable.exists_walk_length_eq_dist
    have h1 := SimpleGraph.dist_le p
    have h2 := separation_le_length q
    change _ = separation a b
    omega
```

The network is connected, and its distance is $\sum_j|a_j-b_j|$. Connectedness follows from the walks just built, together with the zero tuple, which shows that there is at least one site. For the distance, let $p$ be a walk of length $D(a,b)$ and $q$ a shortest walk. Then

$$\text{dist}(a,b)\le\text{length}(p)=D(a,b)\le\text{length}(q)=\text{dist}(a,b),$$

so all are equal. The notation `( … : ℤ)` only converts the natural number `dist` to an integer.

In a code, an atom in primitive cell $(n_0,n_1,n_2)$ on sublattice $\sigma\in\{0,1\}$ gets the label $(n_0,n_1,n_2,\sigma-n_0-n_1-n_2)$, provided that the cell vectors are $v_0-v_3$, $v_1-v_3$, $v_2-v_3$ and that the atom with $\sigma=1$ is displaced by $v_3$ from the atom with $\sigma=0$ in the same cell. Here $v_0,\dots,v_3$ are the vectors $(1,1,1)$, $(1,-1,-1)$, $(-1,1,-1)$, $(-1,-1,1)$, in units of a quarter of the cubic cell edge. Writing $m_i$ and $s$ for the differences in $n_i$ and $\sigma$ between two atoms, the bond count is

$$|m_0|+|m_1|+|m_2|+|s-m_0-m_1-m_2|.$$

In a periodic supercell, one takes the smallest value over the periodic images.

The formula can fail when some allowed tuples are unoccupied. The sites $(0,0,0,0)$ and $(1,-1,0,0)$ are two bonds apart, with $(1,0,0,0)$ as their only common neighbour. If that atom is a vacancy, the shortest path has four bonds, through $(0,0,1,0)$, $(0,-1,1,0)$ and $(1,-1,1,0)$, while the formula still gives 2.

```lean
/-- Two sites are an even number of bonds apart exactly when they lie on the same sublattice. -/
theorem even_dist_iff (a b : Site ι) :
    Even ((network ι).dist a b) ↔ ∑ j, a.1 j = ∑ j, b.1 j := by
  have h := (connected_and_dist ι).2 a b
  -- an integer and its absolute value have the same parity
  have hd : (2 : ℤ) ∣ ∑ j, (|a.1 j - b.1 j| - (a.1 j - b.1 j)) :=
    dvd_sum fun j _ => by
      rcases abs_choice (a.1 j - b.1 j) with e | e <;> rw [e] <;> omega
  rw [sum_sub_distrib, sum_sub_distrib, ← h] at hd
  rw [Nat.even_iff]
  rcases a.2 with p | p <;> rcases b.2 with q | q <;> rw [p, q] at hd ⊢ <;> omega
```

The distance is even exactly when both sites lie on the same sublattice. For an integer $x$, $|x|-x$ is either $0$ or $-2x$, hence even. Summing over coordinates shows that the distance has the parity of $\sum_j a_j-\sum_j b_j$. Both sums are 0 or 1, so this difference is even only when they are equal.

## Positions in the crystal

```lean
/-- Position in space of a four-coordinate site: the combination of the tetrahedral vectors
(1,1,1), (1,-1,-1), (-1,1,-1), (-1,-1,1) with the coordinates as coefficients. -/
def position (a : Site (Fin 4)) : Fin 3 → ℤ :=
  ![a.1 0 + a.1 1 - a.1 2 - a.1 3, a.1 0 - a.1 1 + a.1 2 - a.1 3,
    a.1 0 - a.1 1 - a.1 2 + a.1 3]
```

For four coordinates, numbered 0 to 3 as in Lean, the position is $\sum_j a_j v_j$, where the $v_j$ are the four tetrahedral vectors in the comment. The unit of length is a quarter of the cubic cell edge.

```lean
/-- Bonded four-coordinate sites have positions at squared distance 3. -/
theorem sq_bond_length {a b : Site (Fin 4)} (h : Bonded a b) :
    ∑ i, (position a i - position b i) ^ 2 = 3 := by
  have key : ∑ i, (position a i - position b i) ^ 2
      = 4 * ∑ j, (a.1 j - b.1 j) ^ 2 - (∑ j, (a.1 j - b.1 j)) ^ 2 := by
    simp [position, Fin.sum_univ_three, Fin.sum_univ_four]
    ring
  -- only one coordinate contributes to either sum
  obtain ⟨j, hj, hk⟩ := h
  have s1 : ∑ k, (a.1 k - b.1 k) = a.1 j - b.1 j :=
    sum_eq_single j (fun k _ hkj => by simp [hk k hkj]) (by simp)
  have s2 : ∑ k, (a.1 k - b.1 k) ^ 2 = (a.1 j - b.1 j) ^ 2 :=
    sum_eq_single j (fun k _ hkj => by simp [hk k hkj]) (by simp)
  have hsq : (a.1 j - b.1 j) ^ 2 = 1 := by rw [← sq_abs, hj]; norm_num
  rw [key, s1, s2, hsq]
  norm_num

end DiamondNetworkDistance
```

Every bond has squared length 3, that is, length $\sqrt3/4$ of the cell edge. Since $v_j\cdot v_j=3$ and $v_j\cdot v_k=-1$ for $j\ne k$, the differences $d_j=a_j-b_j$ give

$$\Big|\sum_j d_j v_j\Big|^2=4\sum_j d_j^2-\Big(\sum_j d_j\Big)^2.$$

This is `key`, which Lean obtains by expanding both sides. For a bond, a single $d_j=\pm1$ survives, and the value is $4-1=3$. The theorem runs from bond to length only. The converse, and the fact that different labels have different positions, are not proved in Lean here, but both follow from the same identity. Since $\sum_j d_j$ is $0$ or $\pm1$, the value 3 forces $\sum_j d_j^2=1$, which is a bond, and the value 0 forces all $d_j=0$.

```lean
#print axioms DiamondNetworkDistance.connected_and_dist
-- 'DiamondNetworkDistance.connected_and_dist' depends on axioms: [propext, Classical.choice, Quot.sound]
#print axioms DiamondNetworkDistance.even_dist_iff
-- 'DiamondNetworkDistance.even_dist_iff' depends on axioms: [propext, Classical.choice, Quot.sound]
#print axioms DiamondNetworkDistance.sq_bond_length
-- 'DiamondNetworkDistance.sq_bond_length' depends on axioms: [propext, Classical.choice, Quot.sound]
```
